# When a rotation of two orbitals leaves the Hamiltonian of an opposite-spin electron pair unchanged: U = J + 2K

Two electrons of opposite spin occupy two real orbitals, and their Hamiltonian is a real 4 × 4 matrix in the basis of the four determinants. The two determinants with both electrons in the same orbital have energy U, the two with one electron in each orbital have energy J, and the same coupling K acts within each pair, with no coupling between the pairs. The theorem says that, for an angle θ with sin 2θ ≠ 0, this matrix commutes with the rotation of both electrons' orbitals by θ exactly when U = J + 2K. For the forward direction, the attempt takes one matrix element of the commutator, derives sin 2θ · (U − J − 2K) = 0 from it and cancels the sine; for the converse, it substitutes the condition and checks the matrices entry by entry.

Lean 4 with Mathlib refuses this proof:

```lean
import Mathlib

open Matrix Polynomial

namespace RotationInvariantIff

noncomputable section

/-- The Hamiltonian of two electrons of opposite spin in two real orbitals x and y, in the
determinants x↑x↓, y↑y↓ (first block) and x↑y↓, y↑x↓ (second block). The determinant energies
are `U` and `J`, and `K` couples the two determinants of each block. -/
def pairHamiltonian (U J K : ℝ) : Matrix (Fin 2 ⊕ Fin 2) (Fin 2 ⊕ Fin 2) ℝ :=
  fromBlocks !![U, K; K, U] 0 0 !![J, K; K, J]

/-- The action on the four determinants of the orbital rotation
x ↦ cos θ x + sin θ y, y ↦ -sin θ x + cos θ y, applied to both electrons. -/
def pairRotation (θ : ℝ) : Matrix (Fin 2 ⊕ Fin 2) (Fin 2 ⊕ Fin 2) ℝ :=
  fromBlocks
    !![Real.cos θ ^ 2, Real.sin θ ^ 2; Real.sin θ ^ 2, Real.cos θ ^ 2]
    !![-(Real.sin θ * Real.cos θ), -(Real.sin θ * Real.cos θ);
       Real.sin θ * Real.cos θ, Real.sin θ * Real.cos θ]
    !![Real.sin θ * Real.cos θ, -(Real.sin θ * Real.cos θ);
       Real.sin θ * Real.cos θ, -(Real.sin θ * Real.cos θ)]
    !![Real.cos θ ^ 2, -Real.sin θ ^ 2; -Real.sin θ ^ 2, Real.cos θ ^ 2]

/-- For a rotation angle with sin 2θ ≠ 0, the pair Hamiltonian commutes with the rotation of
both electrons exactly when `U = J + 2K`. -/
theorem rotation_invariant_iff (U J K θ : ℝ) (hθ : Real.sin (2 * θ) ≠ 0) :
    pairHamiltonian U J K * pairRotation θ = pairRotation θ * pairHamiltonian U J K ↔
      U = J + 2 * K := by
  constructor
  · intro h
    -- the commutator element between x↑x↓ and x↑y↓ carries the condition
    have entry : (pairHamiltonian U J K * pairRotation θ) (Sum.inl 0) (Sum.inr 0)
        - (pairRotation θ * pairHamiltonian U J K) (Sum.inl 0) (Sum.inr 0)
        = -(Real.sin θ * Real.cos θ * (U - J - 2 * K)) := by
      simp [pairHamiltonian, pairRotation, Matrix.mul_apply, Fin.sum_univ_two]
      ring
    rw [h, sub_self] at entry
    have hz : Real.sin (2 * θ) * (U - J - 2 * K) = 0 := by
      rw [Real.sin_two_mul]
      linear_combination (-2) * entry
    have hu := (mul_eq_zero.mp hz).resolve_left hθ
    linarith
  · intro h
    subst h
    ext (i | i) (j | j) <;> fin_cases i <;> fin_cases j <;>
      simp [pairHamiltonian, pairRotation, Matrix.mul_apply, Fin.sum_univ_two] <;> ring

end

end RotationInvariantIff
```

Lean reports:

```
Main.lean:42:6: error: ring failed, ring expressions not equal
U J K θ : ℝ
hθ : Real.sin (2 * θ) ≠ 0
h : pairHamiltonian U J K * pairRotation θ = pairRotation θ * pairHamiltonian U J K
entry : 0 = -(Real.sin θ * Real.cos θ * (U - J - 2 * K))
⊢ Real.sin θ * Real.cos θ * U * 4 - Real.sin θ * Real.cos θ * J * 4 - Real.sin θ * Real.cos θ * K * 8 = 0
```

Lean accepts the file once it reads:

```diff
@@ -40,5 +40,5 @@
     have hz : Real.sin (2 * θ) * (U - J - 2 * K) = 0 := by
       rw [Real.sin_two_mul]
-      linear_combination (-2) * entry
+      linear_combination 2 * entry
     have hu := (mul_eq_zero.mp hz).resolve_left hθ
     linarith
```

What went wrong. The error is a wrong sign in the coefficient given to `linear_combination`. After `rw [h, sub_self] at entry`, the hypothesis `entry` reads 0 = −(sin θ cos θ · (U − J − 2K)), with the expression on the right and a minus sign in front. The goal, once `Real.sin_two_mul` has rewritten the sine, is 2 sin θ cos θ · (U − J − 2K) = 0.

`linear_combination` subtracts the chosen multiple of the hypothesis, left side minus right side, from the same difference for the goal, and asks `ring1` to show that the result is zero. For `entry`, left minus right is +sin θ cos θ · (U − J − 2K), because the two minus signs cancel. The coefficient −2 therefore doubles the goal's expression instead of cancelling it, leaving 4 sin θ cos θ · (U − J − 2K), which is the remainder shown in the message, multiplied out. With the coefficient 2 the difference is identically zero, and the step closes.
